# Coulomb integrals over Kramers partners on a finite grid: reordering, antisymmetry and vanishing exchange

**Q:** Take two electrons in a heavy atom. Without spin–orbit coupling, I put one in an orbital with spin up and the other in the same orbital with spin down, and their exchange integral is zero because the spin functions are orthogonal. With spin–orbit coupling a one-electron function can have both an up and a down amplitude, and its time-reversed partner then has both too. Why should the exchange integral still vanish? And if a proof assistant says it does, is it talking about my integrals?

**A:** For the Coulomb interaction it vanishes because the two spinors are orthogonal in spin space at every point separately, whatever the mixture of up and down. Write a spinor as $f(x)=(f_0(x),f_1(x))$, with 0 for up and 1 for down. Its partner is $Kf=i\sigma_y\overline{f}$, where the bar is complex conjugation. Since
$$i\sigma_y=\begin{pmatrix}0&1\\-1&0\end{pmatrix},\qquad Kf=(\overline{f_1},\,-\overline{f_0}),$$
we get
$$f^\dagger Kf=\overline{f_0}\,\overline{f_1}-\overline{f_1}\,\overline{f_0}=0$$
at each $x$, before any integration. As for whether the file means the same thing, we can read its definitions. It opens with the import and a namespace.

```lean
import Mathlib

open Matrix

namespace KramersRestrictedIntegrals

noncomputable section

/-- A two-component spinor on a grid `G`: two complex amplitudes at every point. -/
abbrev Spinor (G : Type*) := G → Fin 2 → ℂ
```

**Q:** So `Spinor G` is any function from a set of points to $\mathbb{C}^2$. No normalisation, no boundary conditions, no Hamiltonian?

**A:** None of them. The identities are algebraic and hold for every pair of amplitudes at every point. In particular, this is not Kramers' degeneracy theorem: nothing here says that $f$ and $Kf$ have equal energy. That theorem assumes a time-reversal-invariant Hamiltonian, and no Hamiltonian appears here.

**Q:** Is the partner defined by its components, with the Pauli matrix only mentioned in a comment?

**A:** No, the matrix is there, and the partner is obtained by acting with it.

```lean
/-- The Pauli matrix `σ_y`. -/
def sigmaY : Matrix (Fin 2) (Fin 2) ℂ := !![0, -Complex.I; Complex.I, 0]

/-- The Kramers partner `i σ_y conj(f)` of a spinor `f`. -/
def partner {G : Type*} (f : Spinor G) : Spinor G :=
  fun x => (Complex.I • sigmaY) *ᵥ star (f x)
```

Here `star (f x)` conjugates both components and `*ᵥ` multiplies the vector by the matrix. This fixes the phase convention $K=+i\sigma_y\,\overline{(\cdot)}$. The opposite overall sign is also in use; it would flip the sign of an integral with an odd number of partners and leave the others alone.

**Q:** And the integrals? Chemists and physicists order the labels differently.

**A:** The order is the chemists'. The first two labels share one electron's coordinate, and the first of them is conjugated. With the overlap density $\rho_{pq}(x)=p(x)^\dagger q(x)$,
$$(pq|rs)=\sum_{x,y}\rho_{pq}(x)\,v(x,y)\,\rho_{rs}(y).$$

```lean
/-- The overlap density `f† g` at the grid point `x`. -/
def density {G : Type*} (f g : Spinor G) (x : G) : ℂ := star (f x) ⬝ᵥ g x

/-- The two-electron integral `(p q | r s)` on the grid, for a real interaction kernel `v`
that includes the quadrature weights. -/
def eri {G : Type*} [Fintype G] (v : G → G → ℝ) (p q r s : Spinor G) : ℂ :=
  ∑ x, ∑ y, density p q x * (v x y : ℂ) * density r s y
```

**Q:** I see a general real function `v`, not $1/|x-y|$.

**A:** The Coulomb case is $v(x,y)=w_xw_y/|x-y|$ with quadrature weights $w$, plus whatever finite value your scheme assigns at $x=y$. The theorems hold for every real kernel, so neither that choice nor the symmetry of $v$ matters. What the definition does exclude is an interaction that acts on spin, such as the Breit term, because $v$ is a number and not a matrix in spin space. The grid is finite, so the continuum integral and its convergence are not treated, and neither are four-component spinors.

**Q:** Then show me that the matrix definition yields the components you used.

**A:** Two lemmas do that, and a third writes out the density as $\rho_{fg}=\overline{f_0}g_0+\overline{f_1}g_1$. In each, `simp` expands the sum over the two spin indices.

```lean
section Pointwise

variable {G : Type*}

/-- The upper component of the partner is the conjugated lower component of the spinor. -/
lemma partner_up (f : Spinor G) (x : G) : partner f x 0 = star (f x 1) := by
  simp [partner, sigmaY, Matrix.mulVec, dotProduct, Fin.sum_univ_two]

/-- The lower component of the partner is minus the conjugated upper component of the spinor. -/
lemma partner_down (f : Spinor G) (x : G) : partner f x 1 = -star (f x 0) := by
  simp [partner, sigmaY, Matrix.mulVec, dotProduct, Fin.sum_univ_two]

/-- The overlap density written out in the two spin components. -/
lemma density_eq (f g : Spinor G) (x : G) :
    density f g x = star (f x 0) * g x 0 + star (f x 1) * g x 1 := by
  simp [density, dotProduct, Fin.sum_univ_two]
```

Applying the component formulas twice gives
$$(K^2f)_0=\overline{(Kf)_1}=\overline{-\overline{f_0}}=-f_0,\qquad (K^2f)_1=-\overline{(Kf)_0}=-f_1,$$
so $K^2=-1$, the sign expected of time reversal for spin one-half. The proof treats the two components as separate cases and rewrites each in this way.

```lean
/-- Taking the Kramers partner twice reverses the sign of the spinor. -/
theorem partner_partner (f : Spinor G) : partner (partner f) = -f := by
  funext x i
  fin_cases i
  · show partner (partner f) x 0 = -(f x 0)
    rw [partner_up, partner_down, star_neg, star_star]
  · show partner (partner f) x 1 = -(f x 1)
    rw [partner_down, partner_up, star_star]
```

**Q:** Now the pointwise identities for two different spinors.

**A:** For two partners,
$$(Kp)^\dagger(Kq)=p_1\overline{q_1}+(-p_0)(-\overline{q_0})=\overline{q_0}p_0+\overline{q_1}p_1=q^\dagger p .$$
The labels come out reversed because $K$ is antiunitary. In Lean the components are substituted, the double conjugations cancel, and `ring` reorders the products.

```lean
/-- The overlap density of two partners is that of the original spinors in reversed order. -/
theorem density_partner_partner (p q : Spinor G) (x : G) :
    density (partner p) (partner q) x = density q p x := by
  simp only [density_eq, partner_up, partner_down, star_neg, star_star]
  ring
```

For one partner,
$$p^\dagger Kq=\overline{p_0}\,\overline{q_1}-\overline{p_1}\,\overline{q_0},\qquad q^\dagger Kp=\overline{q_0}\,\overline{p_1}-\overline{q_1}\,\overline{p_0}=-\,p^\dagger Kq .$$

```lean
/-- The overlap density of a spinor with a partner is antisymmetric in the two labels. -/
theorem density_partner_antisymm (p q : Spinor G) (x : G) :
    density p (partner q) x = -density q (partner p) x := by
  simp only [density_eq, partner_up, partner_down]
  ring
```

Setting $q=p$ gives $p^\dagger Kp=-p^\dagger Kp$, hence zero.

**Q:** Could some other spinor, unrelated to $Kf$, also have zero overlap density with $f$?

**A:** Only if it is proportional to $Kf$ at each point where $f$ does not vanish. The space orthogonal to a nonzero vector in $\mathbb{C}^2$ is one-dimensional, and $Kf(x)$ spans it. To see this by hand, let $n=|f_0|^2+|f_1|^2\neq0$ and project $g$ on the partner:
$$c=\frac{(Kf)^\dagger g}{n}=\frac{f_1g_0-f_0g_1}{n}.$$
Then
$$n g_0-(f_1g_0-f_0g_1)\overline{f_1}=f_0\,(\overline{f_0}g_0+\overline{f_1}g_1)=f_0\,\rho_{fg},$$
$$n g_1+(f_1g_0-f_0g_1)\overline{f_0}=f_1\,(\overline{f_0}g_0+\overline{f_1}g_1)=f_1\,\rho_{fg}.$$
If $\rho_{fg}=0$, both right-hand sides vanish and $g=c\,Kf$ at that point. Conversely, $g=c\,Kf$ gives $\rho_{fg}=c\,f^\dagger Kf=0$.

```lean
/-- Where the spinor `f` does not vanish, the overlap density of `f` and `g` is zero exactly
when `g` is there a complex multiple of the Kramers partner of `f`. -/
theorem density_eq_zero_iff (f g : Spinor G) (x : G) (hf : f x ≠ 0) :
    density f g x = 0 ↔ ∃ c : ℂ, g x = c • partner f x := by
  constructor
  · intro h
    rw [density_eq] at h
    -- the local particle density of `f` is nonzero
    have hn : star (f x 0) * f x 0 + star (f x 1) * f x 1 ≠ 0 := by
      intro hz
      have e : ((Complex.normSq (f x 0) + Complex.normSq (f x 1) : ℝ) : ℂ) = 0 := by
        rw [Complex.ofReal_add, Complex.normSq_eq_conj_mul_self,
          Complex.normSq_eq_conj_mul_self]
        exact hz
      have e' : Complex.normSq (f x 0) + Complex.normSq (f x 1) = 0 := by
        exact_mod_cast e
      have n0 := Complex.normSq_nonneg (f x 0)
      have n1 := Complex.normSq_nonneg (f x 1)
      have h0 : f x 0 = 0 := Complex.normSq_eq_zero.mp (by linarith)
      have h1 : f x 1 = 0 := Complex.normSq_eq_zero.mp (by linarith)
      apply hf
      funext i
      fin_cases i
      · exact h0
      · exact h1
    -- the factor is the projection of `g` on the partner
    refine ⟨(f x 1 * g x 0 - f x 0 * g x 1) /
      (star (f x 0) * f x 0 + star (f x 1) * f x 1), ?_⟩
    funext i
    fin_cases i
    · show g x 0 = _ / _ * partner f x 0
      rw [partner_up, div_mul_eq_mul_div, eq_div_iff hn]
      linear_combination f x 0 * h
    · show g x 1 = _ / _ * partner f x 1
      rw [partner_down, div_mul_eq_mul_div, eq_div_iff hn]
      linear_combination f x 1 * h
  · rintro ⟨c, hc⟩
    rw [density_eq, hc]
    simp only [Pi.smul_apply, smul_eq_mul, partner_up, partner_down]
    ring

end Pointwise
```

The block `hn` proves $n\neq0$: a sum of two non-negative squared moduli is zero only if both amplitudes are, which `hf` forbids. The two `linear_combination` steps are the two displayed equations, with $f_0$ and $f_1$ as the multipliers of the hypothesis $\rho_{fg}=0$.

**Q:** The factor $c$ may change from point to point, then.

**A:** Yes, the statement concerns a single $x$. A spinor $g$ with $\rho_{fg}=0$ everywhere can be the partner times a position-dependent function, so it need not be a constant multiple of $Kf$. Where $f(x)=0$, the density is zero for any $g$, which is why the hypothesis is there.

**Q:** Fine. My real concern is the integrals.

**A:** They follow by inserting the pointwise identities into the double sum. For all spinors $p,q,r,s$:
$$(Kp\,Kq|rs)=\sum_{x,y}\rho_{qp}(x)\,v(x,y)\,\rho_{rs}(y)=(qp|rs),$$
$$(p\,Kq|rs)=\sum_{x,y}\bigl(-\rho_{q,Kp}(x)\bigr)v(x,y)\,\rho_{rs}(y)=-(q\,Kp|rs),$$
$$(p\,Kp|rs)=\sum_{x,y}0\cdot v(x,y)\,\rho_{rs}(y)=0 .$$
The theorem states these three equations together, with `partner` for $K$ and `eri v` for the integral with kernel $v$.

```lean
section Integrals

variable {G : Type*} [Fintype G]

/-- Kramers relations for the first pair of labels of a two-electron integral: a pair of partners
may be replaced by the original spinors in reversed order, a mixed pair is antisymmetric in its
labels, and the integral vanishes when a spinor is paired with its own partner. -/
theorem eri_kramers (v : G → G → ℝ) (p q r s : Spinor G) :
    eri v (partner p) (partner q) r s = eri v q p r s ∧
    eri v p (partner q) r s = -eri v q (partner p) r s ∧
    eri v p (partner p) r s = 0 := by
  refine ⟨?_, ?_, ?_⟩
  · simp only [eri, density_partner_partner]
  · simp only [eri, ← Finset.sum_neg_distrib]
    refine Finset.sum_congr rfl fun x _ => Finset.sum_congr rfl fun y _ => ?_
    rw [density_partner_antisymm p q x]
    ring
  · -- a spinor and its own partner are orthogonal at every grid point
    have h : ∀ x, density p (partner p) x = 0 := by
      intro x
      simp only [density_eq, partner_up, partner_down]
      ring
    simp only [eri, h, zero_mul, Finset.sum_const_zero]
```

The first part rewrites the density under the sum. The second moves the minus sign inside both sums and compares them term by term. The third computes $\rho_{p,Kp}(x)=0$ directly from components, after which every summand is zero.

**Q:** All three relations act on the first pair of labels. What about the second?

**A:** The pointwise identities know nothing about which electron they are used for, so the same substitution works under the sum over $y$. The next theorem uses it on both sides at once. Replacing all four spinors by their partners gives
$$(Kp\,Kq|Kr\,Ks)=(qp|sr)=\sum_{x,y}\overline{\rho_{pq}(x)}\,v(x,y)\,\overline{\rho_{rs}(y)}=\overline{(pq|rs)} .$$
The second step uses $\rho_{qp}=\overline{\rho_{pq}}$, and the last one uses that $v$ is real. Physically, a real kernel stands for a spin-independent interaction that is unchanged by time reversal.

```lean
/-- Replacing all four spinors by their Kramers partners conjugates the two-electron integral. -/
theorem eri_time_reversal (v : G → G → ℝ) (p q r s : Spinor G) :
    eri v (partner p) (partner q) (partner r) (partner s) = star (eri v p q r s) := by
  have hswap : ∀ (a b : Spinor G) (x : G), density b a x = star (density a b x) := by
    intro a b x
    simp only [density_eq, star_add, star_mul', star_star]
    ring
  simp only [eri, density_partner_partner, star_sum]
  refine Finset.sum_congr rfl fun x _ => Finset.sum_congr rfl fun y _ => ?_
  -- the kernel is real, so only the two densities are conjugated
  have hv : star (v x y : ℂ) = (v x y : ℂ) := Complex.conj_ofReal _
  rw [star_mul', star_mul', hv, ← hswap p q x, ← hswap r s y]
```

In the proof `hswap` is the conjugation rule for the density and `hv` is the reality of the kernel.

**Q:** And my two electrons in the heavy atom?

**A:** Put them in $p$ and $Kp$. The direct integral is $(pp|Kp\,Kp)=(pp|pp)$, because $p$ and $Kp$ have the same density $p^\dagger p$. The exchange integral is $(p\,Kp|Kp\,p)$, and it vanishes by the third relation with $r=Kp$ and $s=p$.

```lean
/-- Within one Kramers pair the direct integral equals the integral `(p p | p p)` of the spinor, and
the exchange integral vanishes. -/
theorem kramers_pair_direct_exchange (v : G → G → ℝ) (p : Spinor G) :
    eri v p p (partner p) (partner p) = eri v p p p p ∧
    eri v p (partner p) (partner p) p = 0 := by
  refine ⟨?_, (eri_kramers v p p (partner p) p).2.2⟩
  simp only [eri, density_partner_partner]

end Integrals

end

end KramersRestrictedIntegrals
```

```lean
#print axioms KramersRestrictedIntegrals.partner_partner
#print axioms KramersRestrictedIntegrals.density_eq_zero_iff
#print axioms KramersRestrictedIntegrals.eri_time_reversal
#print axioms KramersRestrictedIntegrals.kramers_pair_direct_exchange
```

```
'KramersRestrictedIntegrals.partner_partner' depends on axioms: [propext, Classical.choice, Quot.sound]
'KramersRestrictedIntegrals.density_eq_zero_iff' depends on axioms: [propext, Classical.choice, Quot.sound]
'KramersRestrictedIntegrals.eri_time_reversal' depends on axioms: [propext, Classical.choice, Quot.sound]
'KramersRestrictedIntegrals.kramers_pair_direct_exchange' depends on axioms: [propext, Classical.choice, Quot.sound]
```

**Q:** Give me a case small enough to check in my head.

**A:** Let the grid have one point and let $v$ be a single real number $u$. Take $p=(a,b)$ with $|a|^2+|b|^2=1$, so $Kp=(\overline b,-\overline a)$. Both have density 1, and the direct integral is $u$. The overlap density is $\overline a\,\overline b-\overline b\,\overline a=0$, so the exchange integral is zero for every mixture of up and down. For $b=0$ and $a=1$ the partner is $(0,-1)$, and you are back at your spin-up and spin-down electrons, apart from a sign.

**Q:** So what does this buy me in an electronic-structure calculation?

**A:** Take a Kramers-restricted basis, one made of pairs $p$, $Kp$ of two-component spinors, on a finite grid and with a real spin-independent interaction. Integrals that differ only by the reordering, sign or conjugation shown above need to be computed only once. These relations do not remove every partner: for different $p$ and $q$, $(p\,Kq|rs)$ is tied to $(q\,Kp|rs)$, which still contains one. Integrals in which a spinor and its own partner form one of the two pairs of labels, on the same side of the bar, are zero and can be skipped. The spinors are called Kramers partners here because of how they are built; whether they are degenerate eigenfunctions is a question about your Hamiltonian.
